# The Rytova-Keldysh interaction integrated over a disc-shaped central momentum cell

In an atomically thin semiconductor the electron and hole of an exciton attract through an interaction screened by the sheet itself. The static Rytova-Keldysh model writes its magnitude, in Gaussian atomic units with vacuum on both sides, as $W(\mathbf q)=w(|\mathbf q|)$ with
$$w(k)=\frac{2\pi}{k(1+r_0k)},$$
where $\mathbf q$ is the in-plane momentum transfer and $r_0$ the screening length. The direct term of the Bethe-Salpeter kernel contains $W$, which diverges at $\mathbf q=0$, so it cannot be sampled at that point of a momentum grid; one remedy is to integrate it over the central cell of the grid. For this isotropic one-parameter model with a disc-shaped cell, the question is how much that cell contributes.

```lean
import Mathlib

open MeasureTheory Set Metric Filter Topology Real

namespace TwoDimScreening

noncomputable section
```

`Plane` is $\mathbb R^2$ with Euclidean norm and Lebesgue measure $d^2q$, without a factor $(2\pi)^{-2}$.

```lean
/-- The two-dimensional momentum plane with its Euclidean norm and Lebesgue measure. -/
abbrev Plane := EuclideanSpace ℝ (Fin 2)
```

`profile r0 k` is $w(k)$ and `W r0 q` is $W(\mathbf q)$; the form of $W$ is a definition, not derived.

```lean
/-- Radial profile `2π / (k (1 + r0 k))` of the interaction with screening length `r0`. -/
def profile (r0 k : ℝ) : ℝ := 2 * π / (k * (1 + r0 * k))

/-- The Rytova-Keldysh screened interaction `W(q) = 2π / (|q| (1 + r0 |q|))`. -/
def W (r0 : ℝ) (q : Plane) : ℝ := profile r0 ‖q‖
```

`cellIntegral r0 Q` is $I(r_0,Q)=\int_{D_Q}W\,d^2q$ over the open disc $D_Q$ of radius $Q$ about the origin.

```lean
/-- The integral of `W` over the disc of radius `Q` around `q = 0`. -/
def cellIntegral (r0 Q : ℝ) : ℝ := ∫ q in ball (0 : Plane) Q, W r0 q
```

## (a) Polar coordinates

Task: for real $f$ and $Q>0$, show $\int_{D_Q}f(|\mathbf q|)\,d^2q=2\pi\int_0^Q kf(k)\,dk$.

Solution: with $d^2q=k\,dk\,d\theta$ the angle gives $2\pi$. Lean uses `integral_fun_norm_addHaar` (dimension $d$ times unit-ball volume times $\int_0^\infty k^{d-1}f\,dk$) for $f$ cut off at $Q$; `h1` and `h2` move the cutoff into the domains, `hdim` and `hvol` supply $2$ and $\pi$.

```lean
/-- Polar coordinates: the integral of a radial function `f(|q|)` over the disc of radius `Q`
is `2π ∫₀^Q k f(k) dk`. -/
theorem disc_radial (f : ℝ → ℝ) {Q : ℝ} (hQ : 0 < Q) :
    ∫ q in ball (0 : Plane) Q, f ‖q‖ = 2 * π * ∫ k in (0 : ℝ)..Q, k * f k := by
  have h := integral_fun_norm_addHaar (μ := (volume : Measure Plane))
    (f := indicator (Iio Q) f)
  have h1 : ∫ q in ball (0 : Plane) Q, f ‖q‖ = ∫ q : Plane, indicator (Iio Q) f ‖q‖ := by
    rw [← integral_indicator measurableSet_ball]
    congr 1
    funext q
    by_cases hq : ‖q‖ < Q <;> simp [indicator, hq]
  have h2 : ∫ k in Ioi (0 : ℝ), k * indicator (Iio Q) f k = ∫ k in (0 : ℝ)..Q, k * f k := by
    rw [intervalIntegral.integral_of_le hQ.le, integral_Ioc_eq_integral_Ioo,
      ← integral_indicator measurableSet_Ioi, ← integral_indicator measurableSet_Ioo]
    congr 1
    funext k
    by_cases h0 : 0 < k <;> by_cases hk : k < Q <;> simp [indicator, h0, hk]
  -- the unit disc has area π
  have hvol : (volume : Measure Plane).real (ball 0 1) = π := by
    rw [measureReal_def, EuclideanSpace.volume_ball_fin_two]
    simp [pi_pos.le]
  have hdim : Module.finrank ℝ Plane = 2 := by simp
  rw [h1, h, hdim, hvol, ← h2]
  simp only [smul_eq_mul, nsmul_eq_mul, show (2 : ℕ) - 1 = 1 from rfl, pow_one,
    Nat.cast_ofNat]
  ring
```

## (b) The singularity cancels

Task: for $r_0\ge0$, $Q>0$, show $I=2\pi\int_0^Q\frac{2\pi}{1+r_0k}\,dk$.

Solution: take $f=w$ in (a); for $k>0$, $k\,w(k)=2\pi/(1+r_0k)$. The integrands are compared on $(0,Q]$ only, where `field_simp` cancels $k$.

```lean
/-- For `r0 ≥ 0` the cell integral equals `2π ∫₀^Q 2π / (1 + r0 k) dk`. -/
theorem cellIntegral_radial {r0 Q : ℝ} (hr : 0 ≤ r0) (hQ : 0 < Q) :
    cellIntegral r0 Q = 2 * π * ∫ k in (0 : ℝ)..Q, 2 * π / (1 + r0 * k) := by
  unfold cellIntegral W
  rw [disc_radial (profile r0) hQ]
  congr 1
  rw [intervalIntegral.integral_of_le hQ.le, intervalIntegral.integral_of_le hQ.le]
  refine setIntegral_congr_fun measurableSet_Ioc fun k hk => ?_
  -- the Jacobian k cancels the 1/k singularity
  have hk0 : 0 < k := hk.1
  have hA : 1 + r0 * k ≠ 0 := by positivity
  have hk1 : k ≠ 0 := hk0.ne'
  simp only [profile]
  field_simp
```

## (c) No screening

Task: for $Q>0$, show $I(0,Q)=4\pi^2Q$.

Solution: the integrand in (b) is the constant $2\pi$, so $I=2\pi\cdot2\pi Q$.

```lean
/-- Without screening (`r0 = 0`) the cell integral is `4π² Q`. -/
theorem cellIntegral_bare {Q : ℝ} (hQ : 0 < Q) : cellIntegral 0 Q = 4 * π ^ 2 * Q := by
  rw [cellIntegral_radial le_rfl hQ]
  simp only [zero_mul, add_zero, div_one, intervalIntegral.integral_const, smul_eq_mul,
    sub_zero]
  ring
```

## (d) Closed form

Task: for $r_0,Q>0$, show $I=4\pi^2\ln(1+r_0Q)/r_0$.

Solution: $F(k)=2\pi\ln(1+r_0k)/r_0$ has $F'(k)=2\pi/(1+r_0k)$ and $F(0)=0$, so $I=2\pi F(Q)$. `hne` keeps $1+r_0k$ nonzero on $[0,Q]$, `hder` is the derivative, and `hint` gets integrability from continuity for the fundamental theorem of calculus.

```lean
/-- For `r0, Q > 0` the cell integral is `4π² ln(1 + r0 Q) / r0`. -/
theorem cellIntegral_eq {r0 Q : ℝ} (hr : 0 < r0) (hQ : 0 < Q) :
    cellIntegral r0 Q = 4 * π ^ 2 * log (1 + r0 * Q) / r0 := by
  have hne : ∀ k ∈ uIcc (0 : ℝ) Q, 1 + r0 * k ≠ 0 := by
    intro k hk
    rw [uIcc_of_le hQ.le] at hk
    have hk0 : 0 ≤ k := hk.1
    positivity
  -- antiderivative 2π ln(1 + r0 k) / r0
  have hder : ∀ k ∈ uIcc (0 : ℝ) Q,
      HasDerivAt (fun y => 2 * π * log (1 + r0 * y) / r0) (2 * π / (1 + r0 * k)) k := by
    intro k hk
    have hA := hne k hk
    have hr' := hr.ne'
    have h1 : HasDerivAt (fun y => 1 + r0 * y) r0 k := by
      simpa using ((hasDerivAt_id k).const_mul r0).const_add 1
    have h2 : HasDerivAt (fun y => log (1 + r0 * y)) (r0 / (1 + r0 * k)) k := h1.log hA
    exact ((h2.const_mul (2 * π)).div_const r0).congr_deriv (by field_simp)
  have hint : IntervalIntegrable (fun k => 2 * π / (1 + r0 * k)) volume 0 Q :=
    ContinuousOn.intervalIntegrable
      (ContinuousOn.div continuousOn_const (by fun_prop) hne)
  rw [cellIntegral_radial hr.le hQ, intervalIntegral.integral_eq_sub_of_hasDerivAt hder hint]
  simp only [mul_zero, add_zero, log_one, zero_div, sub_zero]
  ring
```

## (e) Integrability

Task: for $r_0,Q>0$, show that $W$ is integrable on $D_Q$.

Solution: $W\ge0$, so $\int_{D_Q}|W|\,d^2q$ is the finite number in (d). Lean argues by contradiction from Mathlib's convention that a non-integrable function has integral $0$ (`integral_undef`, the convention that also lets (a) stand without an integrability hypothesis); this conflicts with $4\pi^2\ln(1+r_0Q)/r_0>0$.

```lean
/-- For `r0, Q > 0` the screened interaction is integrable on the disc of radius `Q`. -/
theorem W_integrableOn {r0 Q : ℝ} (hr : 0 < r0) (hQ : 0 < Q) :
    IntegrableOn (W r0) (ball (0 : Plane) Q) := by
  by_contra h
  -- a non-integrable function has Bochner integral zero, but the value is positive
  have h0 : cellIntegral r0 Q = 0 := integral_undef h
  have hlog : 0 < log (1 + r0 * Q) := log_pos (by linarith [mul_pos hr hQ])
  have hpos : 0 < 4 * π ^ 2 * log (1 + r0 * Q) / r0 := by positivity
  rw [cellIntegral_eq hr hQ] at h0
  exact hpos.ne' h0
```

## (f) Distance from the bare value

Task: for $r_0,Q>0$, show $0\le4\pi^2Q-I\le2\pi^2r_0Q^2$.

Solution: put $x=r_0Q>0$. First, $\ln(1+x)\le x$. Second, $g(x)=\ln(1+x)-2x/(x+2)$ has $g(0)=0$ and $g'(x)=x^2/[(1+x)(x+2)^2]\ge0$, so $g\ge0$. Third, $(x-x^2/2)(x+2)=2x-x^3/2\le2x$, so $x-x^2/2\le 2x/(x+2)$. Hence $x-x^2/2\le\ln(1+x)\le x$, and multiplication by $4\pi^2/r_0$ gives the claim. `hup` is the first step; `hlo` joins the second, taken from `Real.le_log_one_add_of_nonneg`, with the third.

```lean
/-- For `r0, Q > 0` the cell integral lies below `4π² Q`, by at most `2π² r0 Q²`. -/
theorem cellIntegral_bounds {r0 Q : ℝ} (hr : 0 < r0) (hQ : 0 < Q) :
    0 ≤ 4 * π ^ 2 * Q - cellIntegral r0 Q ∧
      4 * π ^ 2 * Q - cellIntegral r0 Q ≤ 2 * π ^ 2 * r0 * Q ^ 2 := by
  have hx : 0 < r0 * Q := mul_pos hr hQ
  -- x - x²/2 ≤ 2x/(x+2) ≤ ln(1+x) ≤ x
  have hup : log (1 + r0 * Q) ≤ r0 * Q := by
    have := log_le_sub_one_of_pos (show 0 < 1 + r0 * Q by linarith)
    linarith
  have hlo : r0 * Q - (r0 * Q) ^ 2 / 2 ≤ log (1 + r0 * Q) := by
    refine le_trans ?_ (Real.le_log_one_add_of_nonneg hx.le)
    rw [le_div_iff₀ (by linarith)]
    nlinarith [pow_pos hx 3]
  have h1 : log (1 + r0 * Q) / r0 ≤ Q := by
    rw [div_le_iff₀ hr]
    linarith
  have h2 : Q - r0 * Q ^ 2 / 2 ≤ log (1 + r0 * Q) / r0 := by
    rw [le_div_iff₀ hr]
    nlinarith
  have hp : 0 ≤ 4 * π ^ 2 := by positivity
  have h3 := mul_le_mul_of_nonneg_left h1 hp
  have h4 := mul_le_mul_of_nonneg_left h2 hp
  rw [cellIntegral_eq hr hQ, mul_div_assoc]
  constructor <;> nlinarith
```

At fixed $Q$ the upper bound vanishes with $r_0$, so the logarithm of (d) joins the bare value of (c) as $r_0\to0^+$.

## (g) First order in the radius

Task: for fixed $r_0>0$, show $I/Q\to4\pi^2$ as $Q\to0^+$.

Solution: dividing (f) by $Q$ gives $4\pi^2-2\pi^2r_0Q\le I/Q\le4\pi^2$, and both sides tend to $4\pi^2$. The filter `𝓝[>] 0` is the limit from the right, `hlow` treats the lower side, and the two `filter_upwards` blocks are the two inequalities.

```lean
/-- The ratio of the cell integral to the radius `Q` tends to `4π²` as `Q → 0⁺`. -/
theorem cellIntegral_div_tendsto {r0 : ℝ} (hr : 0 < r0) :
    Tendsto (fun Q => cellIntegral r0 Q / Q) (𝓝[>] 0) (𝓝 (4 * π ^ 2)) := by
  have hc : Continuous fun Q : ℝ => 4 * π ^ 2 - 2 * π ^ 2 * r0 * Q := by fun_prop
  have hlow : Tendsto (fun Q : ℝ => 4 * π ^ 2 - 2 * π ^ 2 * r0 * Q) (𝓝[>] 0)
      (𝓝 (4 * π ^ 2)) :=
    (hc.tendsto' 0 _ (by simp)).mono_left nhdsWithin_le_nhds
  refine tendsto_of_tendsto_of_tendsto_of_le_of_le' hlow tendsto_const_nhds ?_ ?_
  · filter_upwards [self_mem_nhdsWithin] with Q hQ
    have hQ' : 0 < Q := hQ
    rw [le_div_iff₀ hQ']
    nlinarith [(cellIntegral_bounds hr hQ').2]
  · filter_upwards [self_mem_nhdsWithin] with Q hQ
    have hQ' : 0 < Q := hQ
    rw [div_le_iff₀ hQ']
    linarith [(cellIntegral_bounds hr hQ').1]
```

## (h) Omitting the cell

Let $K$ be an outer radius and $E(r_0,K,Q)=\int_{D_K}W\,d^2q-\int_{D_K\setminus D_Q}W\,d^2q$, which is `omissionError r0 K Q`.

```lean
/-- The error made by omitting the disc of radius `Q` from the integral of `W` over the disc
of radius `K`. -/
def omissionError (r0 K Q : ℝ) : ℝ :=
  (∫ q in ball (0 : Plane) K, W r0 q) - ∫ q in ball (0 : Plane) K \ ball 0 Q, W r0 q
```

Task: for $r_0,K>0$ and $Q\le K$, show $E=I(r_0,Q)$.

Solution: $D_K$ is the disjoint union of $D_K\setminus D_Q$ and $D_Q$ (`hdisj`, `hU`). By (e), $W$ is integrable on $D_K$ and so on both parts, and the integrals add (`setIntegral_union`).

```lean
/-- For `r0, K > 0` and `Q ≤ K` the omission error equals the cell integral. -/
theorem omissionError_eq {r0 K Q : ℝ} (hr : 0 < r0) (hK : 0 < K) (hQK : Q ≤ K) :
    omissionError r0 K Q = cellIntegral r0 Q := by
  have hint := W_integrableOn hr hK
  have hsub : ball (0 : Plane) Q ⊆ ball 0 K := ball_subset_ball hQK
  have hdisj : Disjoint (ball (0 : Plane) K \ ball 0 Q) (ball 0 Q) :=
    Set.disjoint_left.mpr fun _ hq => hq.2
  have hU : (ball (0 : Plane) K \ ball 0 Q) ∪ ball 0 Q = ball 0 K := by
    ext q
    constructor
    · rintro (h | h)
      exacts [h.1, hsub h]
    · intro h
      by_cases hq : q ∈ ball (0 : Plane) Q
      exacts [Or.inr hq, Or.inl ⟨h, hq⟩]
  have h := setIntegral_union hdisj measurableSet_ball
    (hint.mono_set fun _ hq => hq.1) (hint.mono_set hsub)
  rw [hU] at h
  unfold omissionError cellIntegral
  linarith
```

## (i) The combined statement

Task: for $r_0,Q,K>0$, collect (e), (d), (f), (g), and show $E(r_0,K,R)/R\to4\pi^2$ as the cell radius $R\to0^+$.

Solution: for $R<K$, (h) gives $E(r_0,K,R)=I(r_0,R)$, so (g) applies; `congr'` transfers the limit between functions that agree for small $R$. In `screened_cell` the first three claims concern the given $Q$, while both limits run over $R$ at fixed $r_0$ and $K$, with no relation required between $Q$ and $K$.

```lean
/-- Main result: for `r0, Q, K > 0`, `W` is integrable on the disc of radius `Q` with integral
`I = 4π² ln(1 + r0 Q)/r0` and `0 ≤ 4π² Q - I ≤ 2π² r0 Q²`; both `I` and the omission error,
divided by the cell radius, tend to `4π²` as the radius tends to `0⁺`. -/
theorem screened_cell {r0 Q K : ℝ} (hr : 0 < r0) (hQ : 0 < Q) (hK : 0 < K) :
    IntegrableOn (W r0) (ball (0 : Plane) Q) ∧
      cellIntegral r0 Q = 4 * π ^ 2 * log (1 + r0 * Q) / r0 ∧
      (0 ≤ 4 * π ^ 2 * Q - cellIntegral r0 Q ∧
        4 * π ^ 2 * Q - cellIntegral r0 Q ≤ 2 * π ^ 2 * r0 * Q ^ 2) ∧
      Tendsto (fun R => cellIntegral r0 R / R) (𝓝[>] 0) (𝓝 (4 * π ^ 2)) ∧
      Tendsto (fun R => omissionError r0 K R / R) (𝓝[>] 0) (𝓝 (4 * π ^ 2)) := by
  refine ⟨W_integrableOn hr hQ, cellIntegral_eq hr hQ, cellIntegral_bounds hr hQ,
    cellIntegral_div_tendsto hr, (cellIntegral_div_tendsto hr).congr' ?_⟩
  filter_upwards [mem_nhdsWithin_of_mem_nhds (Iio_mem_nhds hK)] with R hR
  rw [omissionError_eq hr hK (le_of_lt hR)]

end

end TwoDimScreening
```

```lean
#print axioms TwoDimScreening.cellIntegral_bare
#print axioms TwoDimScreening.cellIntegral_div_tendsto
#print axioms TwoDimScreening.screened_cell
```

```
'TwoDimScreening.cellIntegral_bare' depends on axioms: [propext, Classical.choice, Quot.sound]
'TwoDimScreening.cellIntegral_div_tendsto' depends on axioms: [propext, Classical.choice, Quot.sound]
'TwoDimScreening.screened_cell' depends on axioms: [propext, Classical.choice, Quot.sound]
```

The statement concerns $W$ alone, integrated exactly. The disc $D_K$ stands in for the Brillouin zone, and exciton amplitudes, the grid sum, local-field and frequency-dependent screening, exciton energies and the real-space form of the Rytova-Keldysh potential do not enter.

## A square cell, and use on a grid

These two remarks go beyond the theorems above. A square cell of side $2a$ lies between $D_a$ and $D_{\sqrt2a}$, so for $W\ge0$ its integral lies between $I(r_0,a)$ and $I(r_0,\sqrt2a)$. The contribution stays of first order in $a$, but the elementary logarithm is lost and the coefficient changes, to $16\pi\ln(1+\sqrt2)$ in the bare case.

In the direct term, a code can replace the divergent value of $W$ at $\mathbf q=0$ by the cell average of $W$. For a disc with the area of the grid cell this is $I/(\pi Q^2)=4\pi\ln(1+r_0Q)/(r_0Q^2)$, close to $4\pi/Q$ when $r_0Q\ll1$. On an $N\times N$ grid $Q\propto1/N$, so once $r_0Q\ll1$ the cell average grows like $N$ while the cell area decays like $1/N^2$. Setting this value to zero instead drops their product $I$ from the area-weighted grid sum, and in the same regime this term, close to $4\pi^2Q$, decays like $1/N$.
